# No nonzero lattice vector is shorter than the shortest Gram–Schmidt vector of the basis

In a simulation with periodic boundary conditions, the distance from an atom to its nearest own image is the length of the shortest nonzero lattice translation, and in a skewed cell this can be smaller than every cell edge. For linearly independent cell vectors, the smallest length among the unnormalised Gram–Schmidt vectors is a positive lower bound on that distance, found without a search.

```lean
import Mathlib

open InnerProductSpace

namespace LatticeGramSchmidtBound

noncomputable section

variable {E : Type*} [NormedAddCommGroup E] [InnerProductSpace ℝ E] {n : ℕ}

/-- The lattice vector with integer coordinates `z` in the vectors `b`. -/
def latticeVector (b : Fin (n + 1) → E) (z : Fin (n + 1) → ℤ) : E :=
  ∑ i, (z i : ℝ) • b i

/-- The smallest norm among the unnormalised Gram-Schmidt vectors of `b`. -/
def minGramSchmidt (b : Fin (n + 1) → E) : ℝ :=
  Finset.univ.inf' Finset.univ_nonempty (fun i => ‖gramSchmidt ℝ b i‖)

/-- The overlap of a Gram-Schmidt vector with the vector it was made from is its own
squared norm. -/
theorem inner_gramSchmidt_self (b : Fin (n + 1) → E) (k : Fin (n + 1)) :
    inner ℝ (gramSchmidt ℝ b k) (b k) = ‖gramSchmidt ℝ b k‖ ^ 2 := by
  -- decompose `b k` into its Gram-Schmidt vector and a combination of earlier ones
  have h := congrArg (fun x => inner ℝ (gramSchmidt ℝ b k) x) (gramSchmidt_def'' ℝ b k)
  beta_reduce at h
  rw [inner_add_right, inner_sum, real_inner_self_eq_norm_sq] at h
  rw [h]
  refine add_eq_left.2 (Finset.sum_eq_zero ?_)
  intro i hi
  rw [inner_smul_right, gramSchmidt_orthogonal ℝ b (Finset.mem_Iio.mp hi).ne', mul_zero]

/-- If all coordinates after the `k`-th vanish, the overlap of the lattice vector with the
`k`-th Gram-Schmidt vector is the `k`-th coordinate times the squared norm of the latter. -/
theorem inner_gramSchmidt_latticeVector (b : Fin (n + 1) → E) (z : Fin (n + 1) → ℤ)
    (k : Fin (n + 1)) (hlast : ∀ j, k < j → z j = 0) :
    inner ℝ (gramSchmidt ℝ b k) (latticeVector b z)
      = (z k : ℝ) * ‖gramSchmidt ℝ b k‖ ^ 2 := by
  unfold latticeVector
  rw [inner_sum, Finset.sum_eq_single k]
  · rw [inner_smul_right, inner_gramSchmidt_self]
  · intro i _ hik
    rw [inner_smul_right]
    rcases lt_or_gt_of_ne hik with h | h
    · -- earlier vectors are orthogonal to the `k`-th Gram-Schmidt vector
      rw [gramSchmidt_inv_triangular ℝ b h, mul_zero]
    · -- later vectors do not occur
      rw [hlast i h, Int.cast_zero, zero_mul]
  · intro h
    exact absurd (Finset.mem_univ k) h

/-- If all coordinates after the `k`-th vanish, the size of the `k`-th coordinate times the
norm of the `k`-th Gram-Schmidt vector is at most the length of the lattice vector. -/
theorem abs_coord_mul_le_norm (b : Fin (n + 1) → E) (z : Fin (n + 1) → ℤ)
    (k : Fin (n + 1)) (hlast : ∀ j, k < j → z j = 0) :
    |(z k : ℝ)| * ‖gramSchmidt ℝ b k‖ ≤ ‖latticeVector b z‖ := by
  -- Cauchy-Schwarz, then cancel one factor of the Gram-Schmidt norm
  have hc := abs_real_inner_le_norm (gramSchmidt ℝ b k) (latticeVector b z)
  rw [inner_gramSchmidt_latticeVector b z k hlast, abs_mul,
    abs_of_nonneg (sq_nonneg ‖gramSchmidt ℝ b k‖)] at hc
  rcases (norm_nonneg (gramSchmidt ℝ b k)).eq_or_lt with h0 | h0
  · rw [← h0, mul_zero]
    exact norm_nonneg _
  · refine le_of_mul_le_mul_left ?_ h0
    linarith

/-- Every combination of the vectors `b` with integer coordinates that are not all zero is at
least as long as the shortest Gram-Schmidt vector of `b`. -/
theorem minGramSchmidt_le_norm (b : Fin (n + 1) → E) (z : Fin (n + 1) → ℤ) (hz : z ≠ 0) :
    minGramSchmidt b ≤ ‖latticeVector b z‖ := by
  -- pick the last index with a nonzero coordinate
  have hne : (Finset.univ.filter (fun i => z i ≠ 0)).Nonempty := by
    obtain ⟨i, hi⟩ := Function.ne_iff.mp hz
    exact ⟨i, by simpa using hi⟩
  obtain ⟨k, hk, hlast⟩ : ∃ k, z k ≠ 0 ∧ ∀ j, k < j → z j = 0 := by
    refine ⟨_, (Finset.mem_filter.mp (Finset.max'_mem _ hne)).2, ?_⟩
    intro j hj
    by_contra h
    exact absurd (Finset.le_max' _ j (by simpa using h)) (not_le_of_gt hj)
  -- a nonzero integer has size at least one
  have h1 : (1 : ℝ) ≤ |(z k : ℝ)| := by exact_mod_cast Int.one_le_abs hk
  calc minGramSchmidt b ≤ ‖gramSchmidt ℝ b k‖ :=
        Finset.inf'_le (fun i => ‖gramSchmidt ℝ b i‖) (Finset.mem_univ k)
    _ ≤ |(z k : ℝ)| * ‖gramSchmidt ℝ b k‖ := le_mul_of_one_le_left (norm_nonneg _) h1
    _ ≤ ‖latticeVector b z‖ := abs_coord_mul_le_norm b z k hlast

/-- For linearly independent vectors the smallest Gram-Schmidt norm is strictly positive. -/
theorem minGramSchmidt_pos (b : Fin (n + 1) → E) (hb : LinearIndependent ℝ b) :
    0 < minGramSchmidt b := by
  obtain ⟨i, -, hi⟩ := Finset.exists_mem_eq_inf' Finset.univ_nonempty
    (fun i => ‖gramSchmidt ℝ b i‖)
  unfold minGramSchmidt
  rw [hi]
  refine norm_pos_iff.2 ?_
  apply gramSchmidt_ne_zero
  exact hb

/-- For mutually orthogonal vectors the bound is attained: the smallest Gram-Schmidt norm is
the least length of a combination with integer coordinates that are not all zero. -/
theorem isLeast_of_orthogonal (b : Fin (n + 1) → E)
    (hb : Pairwise fun i j => inner ℝ (b i) (b j) = 0) :
    IsLeast {r : ℝ | ∃ z : Fin (n + 1) → ℤ, z ≠ 0 ∧ r = ‖latticeVector b z‖}
      (minGramSchmidt b) := by
  have hg : gramSchmidt ℝ b = b := by
    apply gramSchmidt_of_orthogonal
    exact hb
  constructor
  · obtain ⟨i, -, hi⟩ := Finset.exists_mem_eq_inf' Finset.univ_nonempty
      (fun i => ‖gramSchmidt ℝ b i‖)
    -- the basis vector of smallest norm attains the bound
    refine ⟨Pi.single i 1, ?_, ?_⟩
    · intro h
      have h' := congrFun h i
      simp at h'
    · have hv : latticeVector b (Pi.single i 1) = b i := by
        simp [latticeVector, Pi.single_apply, ite_smul]
      unfold minGramSchmidt
      rw [hi, hv, hg]
  · rintro r ⟨z, hz, rfl⟩
    exact minGramSchmidt_le_norm b z hz

/-- Let each squared Gram-Schmidt norm be at most `α ≥ 1` times the next one. Then the squared
length of the first basis vector is at most `α ^ n` times that of any combination of the
`n + 1` basis vectors with integer coordinates that are not all zero. -/
theorem first_vector_approximates_shortest (b : Fin (n + 1) → E) (α : ℝ) (hα : 1 ≤ α)
    (hred : ∀ i : Fin n,
      ‖gramSchmidt ℝ b i.castSucc‖ ^ 2 ≤ α * ‖gramSchmidt ℝ b i.succ‖ ^ 2)
    (z : Fin (n + 1) → ℤ) (hz : z ≠ 0) :
    ‖b 0‖ ^ 2 ≤ α ^ n * ‖latticeVector b z‖ ^ 2 := by
  have hα0 : 0 ≤ α := zero_le_one.trans hα
  -- the first Gram-Schmidt vector is the first basis vector
  have h0 : b 0 = gramSchmidt ℝ b 0 := by
    have h := gramSchmidt_def'' ℝ b 0
    have e : Finset.Iio (0 : Fin (n + 1)) = ∅ := by
      ext i
      simp
    rw [e, Finset.sum_empty, add_zero] at h
    exact h
  -- chain the reduction condition from the first index up to `i`
  have hchain : ∀ i : Fin (n + 1),
      ‖b 0‖ ^ 2 ≤ α ^ (i : ℕ) * ‖gramSchmidt ℝ b i‖ ^ 2 := by
    intro i
    induction i using Fin.induction with
    | zero => simp [← h0]
    | succ i ih =>
      have ih' : ‖b 0‖ ^ 2 ≤ α ^ (i : ℕ) * ‖gramSchmidt ℝ b i.castSucc‖ ^ 2 := ih
      calc ‖b 0‖ ^ 2 ≤ α ^ (i : ℕ) * ‖gramSchmidt ℝ b i.castSucc‖ ^ 2 := ih'
        _ ≤ α ^ (i : ℕ) * (α * ‖gramSchmidt ℝ b i.succ‖ ^ 2) :=
            mul_le_mul_of_nonneg_left (hred i) (pow_nonneg hα0 _)
        _ = α ^ (i.succ : ℕ) * ‖gramSchmidt ℝ b i.succ‖ ^ 2 := by
            rw [Fin.val_succ]
            ring
  -- compare with the shortest Gram-Schmidt vector
  obtain ⟨k, -, hk⟩ := Finset.exists_mem_eq_inf' Finset.univ_nonempty
    (fun i => ‖gramSchmidt ℝ b i‖)
  have hmin : ‖gramSchmidt ℝ b k‖ ≤ ‖latticeVector b z‖ :=
    hk.symm.le.trans (minGramSchmidt_le_norm b z hz)
  have hpow : α ^ (k : ℕ) ≤ α ^ n := pow_le_pow_right₀ hα (Nat.lt_succ_iff.mp k.isLt)
  exact (hchain k).trans (mul_le_mul hpow (pow_le_pow_left₀ (norm_nonneg _) hmin 2)
    (sq_nonneg _) (pow_nonneg hα0 _))

end

end LatticeGramSchmidtBound
```

```lean
#print axioms LatticeGramSchmidtBound.inner_gramSchmidt_latticeVector
#print axioms LatticeGramSchmidtBound.minGramSchmidt_pos
#print axioms LatticeGramSchmidtBound.isLeast_of_orthogonal
#print axioms LatticeGramSchmidtBound.first_vector_approximates_shortest
```

```
'LatticeGramSchmidtBound.inner_gramSchmidt_latticeVector' depends on axioms: [propext, Classical.choice, Quot.sound]
'LatticeGramSchmidtBound.minGramSchmidt_pos' depends on axioms: [propext, Classical.choice, Quot.sound]
'LatticeGramSchmidtBound.isLeast_of_orthogonal' depends on axioms: [propext, Classical.choice, Quot.sound]
'LatticeGramSchmidtBound.first_vector_approximates_shortest' depends on axioms: [propext, Classical.choice, Quot.sound]
```

## Cell vectors, integer coordinates and the bound

The cell vectors are $b_0,\dots,b_n$, so there are $n+1$ of them and at least one; a three-dimensional crystal has $n=2$. In Lean they form a function `b : Fin (n + 1) → E`, where `E` is any real inner-product space. The integer coordinates are `z`, and `latticeVector b z` is

$$v=\sum_{i=0}^{n} z_i b_i .$$

The Gram–Schmidt vectors are not normalised:

$$b^*_i=b_i-\sum_{j<i}\mu_{ij}\,b^*_j,\qquad \mu_{ij}=\frac{\langle b^*_j,b_i\rangle}{\|b^*_j\|^2},$$

where a term with $b^*_j=0$ is simply absent. They depend on the order of the $b_i$. The star does not denote the reciprocal basis, as it would in crystallography. `minGramSchmidt b` is the smallest of the lengths $\|b^*_i\|$.

The main theorem, `minGramSchmidt_le_norm`, says that if the $z_i$ are not all zero, then

$$\min_i\|b^*_i\|\le\|v\| .$$

Linear independence is not assumed. For dependent vectors some $b^*_i$ vanishes, and the inequality only says $0\le\|v\|$. For independent vectors `minGramSchmidt_pos` shows that the bound is strictly positive, and "coordinates not all zero" then means the same as "$v\neq0$".

## What the lengths mean in a crystal

For a cell with edges $b_0,b_1,b_2$, the length $\|b^*_0\|$ is the first edge, $\|b^*_1\|$ is the height of the base parallelogram over that edge, and $\|b^*_2\|$ is the height of the cell over its base. The theorem says that no nonzero lattice translation is shorter than the smallest of these three numbers.

To apply this to a real crystal, one must know that the chosen vectors generate all of its translations. The conventional cube of a body-centred lattice, with edge $a$, does not: its bound is $a$, while the centring translation has length $\sqrt3\,a/2$. A primitive cell is needed there. For the periodic images in a simulation, the cell vectors generate the image lattice by construction.

## The last nonzero coordinate fixes a component of the vector

**Overlap of $b^*_k$ with $b_k$.** Write $b_k=b^*_k+\sum_{j<k}\mu_{kj}b^*_j$ and take the inner product with $b^*_k$. The Gram–Schmidt vectors are mutually orthogonal, so

$$\langle b^*_k,b_k\rangle=\|b^*_k\|^2 .$$

This is `inner_gramSchmidt_self`. It takes the decomposition from `gramSchmidt_def''` and removes the sum term by term with `gramSchmidt_orthogonal`.

**Overlap with the lattice vector.** Suppose $z_j=0$ for all $j>k$, which is the hypothesis `hlast`. Then

$$\langle b^*_k,v\rangle=\sum_{i<k}z_i\langle b^*_k,b_i\rangle+z_k\langle b^*_k,b_k\rangle=z_k\|b^*_k\|^2 .$$

The first sum vanishes because each $b_i$ with $i<k$ is a combination of $b^*_0,\dots,b^*_i$, all orthogonal to $b^*_k$. In `inner_gramSchmidt_latticeVector`, `Finset.sum_eq_single k` isolates the surviving term. The case split then treats earlier indices by orthogonality (`gramSchmidt_inv_triangular`) and later ones by `hlast`.

**Cauchy–Schwarz.** It follows that

$$|z_k|\,\|b^*_k\|^2=|\langle b^*_k,v\rangle|\le\|b^*_k\|\,\|v\| .$$

If $b^*_k\ne0$, dividing by its length gives

$$|z_k|\,\|b^*_k\|\le\|v\| ,$$

and if $b^*_k=0$ this is trivial. In terms of the unit vector $e_k=b^*_k/\|b^*_k\|$, the component of $v$ along $e_k$ is $z_k\|b^*_k\|$, and a component is never longer than the vector. The lemma `abs_coord_mul_le_norm` makes the same split between zero and nonzero $b^*_k$.

**Integrality.** Let $k$ be the largest index with $z_k\neq0$. It exists because the coordinates are not all zero, and `Finset.max'` picks it out in Lean. All later coordinates vanish, and $|z_k|\ge1$ because $z_k$ is a nonzero integer. Hence

$$\min_i\|b^*_i\|\le\|b^*_k\|\le|z_k|\,\|b^*_k\|\le\|v\| .$$

The `calc` block at the end of `minGramSchmidt_le_norm` is this chain.

For positivity, independence makes every $b^*_i$ nonzero, and the minimum of finitely many positive numbers is one of them. `minGramSchmidt_pos` selects the index that attains the minimum and applies `gramSchmidt_ne_zero`.

## Orthogonal cells attain the bound

If the $b_i$ are mutually orthogonal, then $b^*_i=b_i$. The shortest $b_i$ is itself an integer combination, with one coordinate equal to 1 and the others 0, so its length equals the bound. `isLeast_of_orthogonal` states this as `IsLeast`: the value occurs among the lengths, and none is smaller. The proof uses the coordinates `Pi.single i 1` for the first part and the main theorem for the second. For a primitive cell with mutually orthogonal edges, the length of the shortest nonzero translation is therefore that of the shortest edge.

## A reduced basis starts with a fairly short vector

The theorem `first_vector_approximates_shortest` assumes a number $\alpha\ge1$ with

$$\|b^*_i\|^2\le\alpha\,\|b^*_{i+1}\|^2\qquad(0\le i<n).$$

This condition says that the successive heights of the cell do not fall too quickly. It is assumed here, not derived from an algorithm; Lenstra–Lenstra–Lovász reduction with its usual parameter $3/4$ produces bases that satisfy it with $\alpha=2$.

Since $b^*_0=b_0$, applying the condition $i$ times gives

$$\|b_0\|^2\le\alpha^i\|b^*_i\|^2 .$$

Choose $k$ so that $\|b^*_k\|$ is the minimum. The main theorem gives $\|b^*_k\|\le\|v\|$, and $\alpha^k\le\alpha^n$ because $\alpha\ge1$ and $k\le n$. Therefore

$$\|b_0\|^2\le\alpha^k\|b^*_k\|^2\le\alpha^n\|v\|^2 .$$

In Lean, `hchain` is the induction over the index, `hmin` is the use of the main theorem, and `hpow` compares the powers. With $\alpha=2$ in three dimensions, $b_0$ is at most twice as long as the shortest nonzero lattice vector.

## Listing lattice vectors inside a cutoff

In a crystal with one atom per primitive cell, the neighbours of an atom within a cutoff $R$ are given by the nonzero translations with $\|v\|\le R$. (With several atoms per cell, the cutoff applies to the pair separation plus $v$, and longer translations can be needed.) Take, in arbitrary length units,

$$b_0=(4,0,0),\quad b_1=(1,3,0),\quad b_2=(1,1,5).$$

The Gram–Schmidt vectors are $(4,0,0)$, $(0,3,0)$ and $(0,0,5)$, so every nonzero translation has length at least 3. The shortest are $\pm b_1$, with length $\sqrt{10}\approx3.16$.

For $R=6$, the coefficient bound with $k=2$ gives $|z_2|\le6/5$, so $z_2$ is $-1$, $0$ or $1$. In the layer $z_2=0$, the bound with $k=1$ gives $|z_1|\le2$. In the layer $z_2=1$ that bound does not apply, because a later coordinate is nonzero. There the second Cartesian component is $3z_1+1$, and $(3z_1+1)^2\le36-25=11$ leaves $z_1=-1$ or $0$. The search thus proceeds from the last coordinate to the first, over a finite range at each level.

## Separation of lattice points

The same argument bounds the distance between any two lattice points. If $v$ and $v'$ have different integer coordinates $z$ and $z'$, then $v-v'$ has coordinates $z-z'$, which are not all zero, so

$$\|v-v'\|\ge\min_i\|b^*_i\| .$$

For independent cell vectors, equal hard spheres centred on the lattice points therefore do not overlap if their diameter is at most this minimum. This corollary is argued in words here and has no Lean theorem of its own.
